# The energy of a periodic charged sheet in a uniform background grows linearly with the cell length

To test whether a slab calculation has enough vacuum, one lengthens the cell along the surface normal and watches the total energy settle. If the slab is charged and the code drops the \(G=0\) term of the Coulomb energy, the electrostatic part need not settle. For a uniformly charged sheet of zero thickness it is exactly proportional to the cell length.

## The lattice sum and the energy it gives

Let \(A>0\) be the cell area parallel to the sheet, \(L>0\) the cell length normal to it, and \(q\) the charge in each area \(A\). The sheet lies at height \(z=0\) and repeats with period \(L\). The wave numbers along the normal are \(G_m=2\pi m/L\) with \(m\) an integer. In Gaussian units the energy per cell is

\[
E(L)=\frac{2\pi q^2}{AL}\sum_{m\neq 0}\frac{1}{G_m^2}=\frac{\pi q^2L}{6A}.
\]

The sum converges, and the energy is positive when \(q\neq0\). In Hartree atomic units the formula is unchanged, with \(q\) in elementary charges.

## Vacuum tests and energy differences in charged cells

Leaving out \(G=0\) amounts to adding a uniform background of density \(-q/(AL)\), which makes the cell neutral. The energy is finite for each \(L\), so a single total energy does not reveal how it depends on the cell length. Yet in this model of a rigid, infinitely thin sheet, lengthening the cell by \(\Delta L\) raises the energy by \(\pi q^2\Delta L/(6A)\), however long the cell already is. With \(q=1\) and \(A=100\) bohr², that is about 0.0052 hartree for each added bohr.

Total energies of equally charged slabs in cells of different length therefore contain a difference due to the cell alone. The formula gives its size for the sheet model; a real slab adds terms from its charge profile and its response.

## From the Fourier series to the field energy

**The energy as a sum.** For a periodic charge density with Fourier coefficients \(\rho_G\) in a cell of volume \(AL\), the Coulomb energy without \(G=0\) is

\[
\frac{AL}{2}\sum_{G\neq0}\frac{4\pi}{G^2}|\rho_G|^2 .
\]

A sheet that is uniform in its plane has coefficients only for \(G\) along the normal, all equal to \(q/(AL)\). Inserting them gives the prefactor \(2\pi q^2/(AL)\).

**The cosine series.** Take \(B_2(x)=x^2-x+\tfrac16\) on \([0,1]\). Its mean is \(\tfrac13-\tfrac12+\tfrac16=0\), and its symmetry under \(x\to1-x\) removes the sine terms. For \(n\geq1\), two integrations by parts give

\[
\int_0^1B_2(x)\cos(2\pi nx)\,dx
=-\frac{1}{2\pi n}\int_0^1(2x-1)\sin(2\pi nx)\,dx
=\frac{1}{2\pi^2n^2}.
\]

The cosine coefficient is twice this integral. Since \(B_2(0)=B_2(1)\), the periodic continuation is continuous, and the coefficients are absolutely summable, so the series converges to the function:

\[
B_2(x)=\sum_{n\geq1}\frac{\cos(2\pi nx)}{\pi^2n^2}.
\]

The terms \(m=n\) and \(m=-n\) are equal. With \(x=z/L\) and \(0\leq z\leq L\),

\[
\sum_{m\neq0}\frac{\cos(G_mz)}{G_m^2}
=2\sum_{n\geq1}\frac{L^2}{4\pi^2n^2}\cos\frac{2\pi nz}{L}
=\frac{L^2}{2}B_2\!\left(\frac zL\right)
=\frac{L^2}{12}-\frac{z(L-z)}{2}.
\]

**The energy.** At \(z=0\) the sum is \(L^2/12\), and

\[
E(L)=\frac{2\pi q^2}{AL}\cdot\frac{L^2}{12}=\frac{\pi q^2L}{6A}.
\]

For \(q\neq0\) this exceeds any given bound once \(L\) is large enough.

**Potential and field.** The potential of the sheets and background, with zero mean, is \(\phi(z)=\frac{4\pi q}{AL}\sum_{m\neq0}\cos(G_mz)/G_m^2\). Between neighbouring sheets, \(0<z<L\), the field is

\[
F(z)=-\phi'(z)=\frac{4\pi q}{AL}\cdot\frac{L-2z}{2}
=\frac{4\pi q}{A}\left(\frac12-\frac zL\right).
\]

Its derivative is \(4\pi\) times the background density \(-q/(AL)\). The field is \(2\pi q/A\) just above a sheet and \(-2\pi q/A\) just below the next one, so it jumps by \(4\pi q/A\) across each sheet, as Gauss's law requires.

**Field energy.** With \(u=\tfrac12-z/L\),

\[
\frac{A}{8\pi}\int_0^LF(z)^2\,dz
=\frac{A}{8\pi}\,\frac{16\pi^2q^2}{A^2}\,L\int_{-1/2}^{1/2}u^2\,du
=\frac{2\pi q^2}{A}\cdot\frac{L}{12}
=\frac{\pi q^2L}{6A}.
\]

The energy thus resides in the field between the sheets. The field at a fixed fraction of the cell length does not weaken as \(L\) grows, while the volume that it fills increases.

**The parabola holds in one cell only.** If the sheet is placed at the centre of the cell, \(z\) runs from \(-L/2\) to \(L/2\). Inserting a negative \(z\) into \(L^2/12-z(L-z)/2\) gives a wrong value: for \(-L\leq z<0\) it is too large by \(L|z|\). The series is even and periodic, and the polynomial is neither. In that range, replacing \(z\) by \(|z|\) gives the right value and restores the kink at the sheet.

## The Lean file

```lean
import Mathlib

open Real Filter

namespace ChargedSheet

noncomputable section

/-- The wave number `G = 2πm/L` of a cell of length `L ≠ 0`. -/
def waveNumber (L : ℝ) (m : ℤ) : ℝ := 2 * π * m / L

/-- The term `cos(Gz)/G²` of the periodic Coulomb series, for `m ≠ 0` and `L ≠ 0`. -/
def mode (L z : ℝ) (m : ℤ) : ℝ := Real.cos (waveNumber L m * z) / waveNumber L m ^ 2

/-- The reciprocal-space energy per cell of a sheet of charge `q` on the area `A`, repeated with
period `L`, without the `G = 0` term; for `A ≠ 0` and `L ≠ 0`. -/
def sheetEnergy (q A L : ℝ) : ℝ :=
  2 * π * q ^ 2 / (A * L) * ∑' m : {m : ℤ // m ≠ 0}, 1 / waveNumber L m ^ 2

/-- The reciprocal-space potential at height `z` of the periodic sheets, without the `G = 0` term;
for `A ≠ 0` and `L ≠ 0`. -/
def sheetPotential (q A L z : ℝ) : ℝ :=
  4 * π * q / (A * L) * ∑' m : {m : ℤ // m ≠ 0}, mode L z m

/-- The linear field `(4πq/A)(1/2 - z/L)`, for `A ≠ 0` and `L ≠ 0`. -/
def sheetField (q A L z : ℝ) : ℝ := 4 * π * q / A * (1 / 2 - z / L)

/-- The second Bernoulli polynomial is `x² - x + 1/6`. -/
theorem bernoulli_two_eval (x : ℝ) :
    (Polynomial.map (algebraMap ℚ ℝ) (Polynomial.bernoulli 2)).eval x = x ^ 2 - x + 1 / 6 := by
  have h2 : _root_.bernoulli 2 = 1 / 6 :=
    (bernoulli_eq_bernoulli'_of_ne_one (by norm_num)).trans (by norm_num [bernoulli'_two])
  simp [Polynomial.bernoulli, Finset.sum_range_succ, h2, bernoulli_one, bernoulli_zero]
  ring

/-- For `0 ≤ z ≤ L` and `L > 0`, the sum of `cos(Gz)/G²` over all nonzero wave numbers converges
to the parabola `L²/12 - z(L - z)/2`. -/
theorem hasSum_mode {L z : ℝ} (hL : 0 < L) (hz : 0 ≤ z) (hzL : z ≤ L) :
    HasSum (fun m : {m : ℤ // m ≠ 0} => mode L z m) (L ^ 2 / 12 - z * (L - z) / 2) := by
  have hx : z / L ∈ Set.Icc (0 : ℝ) 1 := ⟨div_nonneg hz hL.le, (div_le_one hL).2 hzL⟩
  have h := (hasSum_one_div_nat_pow_mul_cos one_ne_zero hx).mul_left (L ^ 2 / (4 * π ^ 2))
  -- positive wave numbers: the Fourier series of the Bernoulli polynomial
  have hN : HasSum (fun n : ℕ => mode L z (n : ℤ))
      (L ^ 2 / 4 * ((z / L) ^ 2 - z / L + 1 / 6)) := by
    have hf : (fun n : ℕ => mode L z (n : ℤ)) = fun n : ℕ =>
        L ^ 2 / (4 * π ^ 2) * (1 / (n : ℝ) ^ (2 * 1) * Real.cos (2 * π * n * (z / L))) := by
      funext n
      have hc : 2 * π * (n : ℝ) / L * z = 2 * π * n * (z / L) := by ring
      simp only [mode, waveNumber, Int.cast_natCast]
      rw [hc, div_pow, div_div_eq_mul_div]
      ring
    have hval : L ^ 2 / 4 * ((z / L) ^ 2 - z / L + 1 / 6) = L ^ 2 / (4 * π ^ 2) *
        ((-1) ^ (1 + 1) * (2 * π) ^ (2 * 1) / 2 / ((2 * 1).factorial : ℝ) *
        (Polynomial.map (algebraMap ℚ ℝ) (Polynomial.bernoulli (2 * 1))).eval (z / L)) := by
      have hp := mul_inv_cancel₀ (pow_ne_zero 2 Real.pi_ne_zero)
      rw [show (2 * 1 : ℕ) = 2 from rfl, bernoulli_two_eval, Nat.factorial_two]
      push_cast
      linear_combination (-(L ^ 2 / 4 * ((z / L) ^ 2 - z / L + 1 / 6))) * hp
    rw [hf, hval]
    exact h
  -- negative wave numbers contribute the same
  have he : ∀ m : ℤ, mode L z (-m) = mode L z m := by
    intro m
    have hw : waveNumber L (-m) = -waveNumber L m := by
      simp only [waveNumber]
      push_cast
      ring
    simp only [mode]
    rw [hw, neg_mul, Real.cos_neg, neg_sq]
  have hN' : HasSum (fun n : ℕ => mode L z (-(n : ℤ)))
      (L ^ 2 / 4 * ((z / L) ^ 2 - z / L + 1 / 6)) := by
    simpa only [he] using hN
  have h0 : mode L z 0 = 0 := by simp [mode, waveNumber]
  have hZ := HasSum.of_nat_of_neg hN hN'
  have hs : Function.support (mode L z) ⊆ {m : ℤ | m ≠ 0} := by
    intro m hm hm0
    apply hm
    rw [hm0, h0]
  have hS := (hasSum_subtype_iff_of_support_subset hs).2 hZ
  have hv : L ^ 2 / 12 - z * (L - z) / 2 =
      L ^ 2 / 4 * ((z / L) ^ 2 - z / L + 1 / 6) +
      L ^ 2 / 4 * ((z / L) ^ 2 - z / L + 1 / 6) - mode L z 0 := by
    have hzl : z = z / L * L := (div_mul_cancel₀ z hL.ne').symm
    rw [h0]
    generalize z / L = x at hzl ⊢
    rw [hzl]
    ring
  rw [hv]
  exact hS

/-- **Energy of a charged sheet in a uniform background.** For `A > 0` and `L > 0` the sum of
`1/G²` converges and the energy is `πq²L/(6A)`, which is positive if `q ≠ 0`. -/
theorem sheetEnergy_eq (q : ℝ) {A L : ℝ} (hA : 0 < A) (hL : 0 < L) :
    Summable (fun m : {m : ℤ // m ≠ 0} => 1 / waveNumber L m ^ 2) ∧
    sheetEnergy q A L = π * q ^ 2 * L / (6 * A) ∧ (q ≠ 0 → 0 < sheetEnergy q A L) := by
  -- the lattice sum is the parabola at the position of the sheet
  have h : HasSum (fun m : {m : ℤ // m ≠ 0} => 1 / waveNumber L m ^ 2) (L ^ 2 / 12) := by
    simpa [mode] using hasSum_mode hL le_rfl hL.le
  have hE : sheetEnergy q A L = π * q ^ 2 * L / (6 * A) := by
    rw [sheetEnergy, h.tsum_eq]
    linear_combination (π * q ^ 2 * L / (6 * A)) * mul_inv_cancel₀ hL.ne'
  refine ⟨h.summable, hE, fun hq => ?_⟩
  rw [hE]
  positivity

/-- Between neighbouring sheets, `0 < z < L`, the field `(4πq/A)(1/2 - z/L)` is minus the
derivative of the reciprocal-space potential. -/
theorem hasDerivAt_sheetPotential (q A : ℝ) {L z : ℝ} (hz : 0 < z) (hzL : z < L) :
    HasDerivAt (sheetPotential q A L) (-sheetField q A L z) z := by
  have hL : 0 < L := hz.trans hzL
  have h := ((((hasDerivAt_id' z).fun_mul ((hasDerivAt_id' z).const_sub L)).div_const
    2).const_sub (L ^ 2 / 12)).const_mul (4 * π * q / (A * L))
  refine (h.congr_deriv ?_).congr_of_eventuallyEq ?_
  · rw [sheetField]
    linear_combination (-2 * π * q / A) * mul_inv_cancel₀ hL.ne'
  · filter_upwards [Ioo_mem_nhds hz hzL] with y hy
    rw [sheetPotential, (hasSum_mode hL hy.1.le hy.2.le).tsum_eq]

/-- Gauss's law for `L ≠ 0`: the field has the divergence of a uniform background of density
`-q/(AL)`, and its values at the two ends of the cell differ by `4πq/A`. -/
theorem sheetField_gauss (q A : ℝ) {L : ℝ} (hL : L ≠ 0) (z : ℝ) :
    HasDerivAt (sheetField q A L) (4 * π * (-(q / (A * L)))) z ∧
    sheetField q A L 0 - sheetField q A L L = 4 * π * (q / A) := by
  constructor
  · have h := (((hasDerivAt_id' z).div_const L).const_sub (1 / 2)).const_mul (4 * π * q / A)
    exact h.congr_deriv (by ring)
  · simp only [sheetField]
    rw [div_self hL]
    ring

/-- For `A > 0` and `L > 0` the electrostatic field energy of one cell, `A/(8π)` times the
integral of the squared field, equals the reciprocal-space energy. -/
theorem fieldEnergy_eq_sheetEnergy (q : ℝ) {A L : ℝ} (hA : 0 < A) (hL : 0 < L) :
    A / (8 * π) * ∫ z in (0 : ℝ)..L, sheetField q A L z ^ 2 = sheetEnergy q A L := by
  -- a cubic antiderivative of the squared field
  have hd : ∀ z ∈ Set.uIcc 0 L, HasDerivAt
      (fun y => -((4 * π * q / A) ^ 2 * L / 3) * (1 / 2 - y / L) ^ 3)
      (sheetField q A L z ^ 2) z := by
    intro z _
    have h := ((((hasDerivAt_id' z).div_const L).const_sub (1 / 2)).fun_pow 3).const_mul
      (-((4 * π * q / A) ^ 2 * L / 3))
    refine h.congr_deriv ?_
    rw [sheetField]
    push_cast
    linear_combination ((4 * π * q / A) ^ 2 * (1 / 2 - z / L) ^ 2) * mul_inv_cancel₀ hL.ne'
  have hc : Continuous (fun z => sheetField q A L z ^ 2) := by
    unfold sheetField
    fun_prop
  rw [intervalIntegral.integral_eq_sub_of_hasDerivAt hd (hc.intervalIntegrable 0 L),
    (sheetEnergy_eq q hA hL).2.1, div_self hL.ne', zero_div]
  field_simp
  ring

/-- For a charged sheet, `q ≠ 0`, of cell area `A > 0`, the energy grows without bound as the
cell length tends to infinity. -/
theorem sheetEnergy_tendsto_atTop {q A : ℝ} (hq : q ≠ 0) (hA : 0 < A) :
    Tendsto (fun L => sheetEnergy q A L) atTop atTop := by
  have h : Tendsto (fun L : ℝ => π * q ^ 2 / (6 * A) * L) atTop atTop :=
    tendsto_id.const_mul_atTop (by positivity)
  refine h.congr' ?_
  filter_upwards [eventually_gt_atTop 0] with L hL
  rw [(sheetEnergy_eq q hA hL).2.1]
  ring

end

end ChargedSheet
```

```lean
#print axioms ChargedSheet.hasDerivAt_sheetPotential
#print axioms ChargedSheet.sheetField_gauss
#print axioms ChargedSheet.fieldEnergy_eq_sheetEnergy
#print axioms ChargedSheet.sheetEnergy_tendsto_atTop
```

```
'ChargedSheet.hasDerivAt_sheetPotential' depends on axioms: [propext, Classical.choice, Quot.sound]
'ChargedSheet.sheetField_gauss' depends on axioms: [propext, Classical.choice, Quot.sound]
'ChargedSheet.fieldEnergy_eq_sheetEnergy' depends on axioms: [propext, Classical.choice, Quot.sound]
'ChargedSheet.sheetEnergy_tendsto_atTop' depends on axioms: [propext, Classical.choice, Quot.sound]
```

## What the theorems say about the sheet

The charge, area, length and height are real numbers `q`, `A`, `L` and `z`. `waveNumber L m` is \(G_m\), and `mode L z m` is \(\cos(G_mz)/G_m^2\). The type `{m : ℤ // m ≠ 0}` contains the nonzero integers, so the omission of \(G=0\) is built into the index of the sums. `sheetEnergy` and `sheetPotential` are the two series with their Gaussian prefactors, and `sheetField` is the linear expression \(F(z)\).

The main theorem, `sheetEnergy_eq`, assumes `0 < A` and `0 < L`. It states that the sum of \(1/G_m^2\) converges, that the energy equals \(\pi q^2L/(6A)\), and that it is positive if `q ≠ 0`. The other theorems supply the physical reading:

- `hasSum_mode` gives the parabola for \(0\leq z\leq L\), both ends included.
- `hasDerivAt_sheetPotential` identifies the field as minus the derivative of the potential, strictly between the sheets.
- `sheetField_gauss` gives the divergence of the linear field and the difference between its values at the two ends of the cell. Periodicity turns that difference into the jump across a sheet.
- `fieldEnergy_eq_sheetEnergy` equates the integrated field energy with the reciprocal-space energy.
- `sheetEnergy_tendsto_atTop` states that for fixed `A > 0` and `q ≠ 0` the energy tends to infinity with `L`.

## How Lean reaches the closed form

`bernoulli_two_eval` expands Mathlib's second Bernoulli polynomial and finds \(x^2-x+\tfrac16\).

`hasSum_mode` takes the cosine series from Mathlib's `hasSum_one_div_nat_pow_mul_cos`, where the derivation above integrates by parts. It sets \(x=z/L\) and multiplies by \(L^2/(4\pi^2)\). Inside the proof, `hf` matches the terms and `hval` the value, while `he` shows that \(m\) and \(-m\) contribute equally. `HasSum.of_nat_of_neg` joins the two halves into a sum over all integers. Lean evaluates division by zero as zero, so the entry at \(m=0\) vanishes and the sum can be restricted to the nonzero integers without changing its value. The final `ring` step produces the parabola.

`sheetEnergy_eq` sets \(z=0\), inserts \(L^2/12\) for the sum and cancels one factor of \(L\) with `linear_combination`. The tactic `positivity` settles the sign.

`hasDerivAt_sheetPotential` differentiates the parabola by the product rule. The series equals the parabola throughout a neighbourhood of each interior point, so it has the same derivative there, and no term-by-term differentiation is needed. `sheetField_gauss` differentiates a linear function and subtracts its end values.

For the field energy, Lean uses the antiderivative \(-\frac{L}{3}\left(\frac{4\pi q}{A}\right)^2\left(\frac12-\frac zL\right)^3\) and the fundamental theorem of calculus in place of the substitution \(u\). The limit theorem compares the energy with a positive constant times \(L\); the two agree for all \(L>0\), which is enough for the limit.

## How far the guarantee reaches

The theorems concern the complete infinite sum for a given charge distribution. A code with a plane-wave cutoff keeps finitely many terms. All of them are positive for \(q\neq0\), so the truncated energy lies below the formula.

The series for the energy and the potential enter as definitions; their derivation from a three-dimensional charge density is not formalised. The field theorems support these definitions by connecting them with Gauss's law and the field energy.

The sheet is rigid, has no thickness and is uniform in its plane. Ions, electronic screening, a finite charge profile and charge localised at a defect are absent. The file also contains no correction scheme: subtracting \(\pi q^2L/(6A)\) from the energy of a real charged slab would be a further modelling step, with its own error to assess.
